# A first-neglected-component bound on dimer tails of a decreasing, summable spectrum

## Spectrum, cutoff and phases

The plane waves of a one-dimensional periodic cell carry an integer of either sign. Those with $n$ and $-n$ have the same squared structure factor, so they are grouped into one component, labelled by $n=0,1,2,\dots$. The local pseudopotential of one atom has spectral weight $g(n)$, its squared form factor summed over the plane waves of the component, in Lean `g : ℕ → ℝ`. The components $n<N$ are kept, so $g(N)$ is the first neglected one.

```lean
import Mathlib

open Filter

namespace PseudopotentialTailTransferability

noncomputable section
```

An isolated atom neglects the weight $A_N=\sum_{k\ge0}g(N+k)$.

```lean
/-- The atomic tail: total spectral weight at and beyond the cutoff `N`. -/
def atomicTail (g : ℕ → ℝ) (N : ℕ) : ℝ := ∑' k : ℕ, g (N + k)
```

Two identical atoms a distance $d$ apart in a cell of length $L$ have relative phase $n\theta$ in component $n$, with $\theta=2\pi d/L$. Their interference contributes $I_N(\theta)=\sum_{k\ge0}g(N+k)\cos((N+k)\theta)$.

```lean
/-- The interference tail: each component `n` at and beyond the cutoff `N` is weighted by `cos (n
θ)`. -/
def interferenceTail (g : ℕ → ℝ) (N : ℕ) (θ : ℝ) : ℝ :=
  ∑' k : ℕ, g (N + k) * Real.cos (((N + k : ℕ) : ℝ) * θ)
```

Since $|1+e^{in\theta}|^2=2(1+\cos n\theta)$, the weight $1+\cos n\theta$ counts the dimer per atom. The dimer tail is $T_N(\theta)=\sum_{k\ge0}g(N+k)\,(1+\cos((N+k)\theta))$.

```lean
/-- The dimer tail: each component `n` at and beyond the cutoff `N` is weighted by `1 + cos (n θ)`.
-/
def dimerTail (g : ℕ → ℝ) (N : ℕ) (θ : ℝ) : ℝ :=
  ∑' k : ℕ, g (N + k) * (1 + Real.cos (((N + k : ℕ) : ℝ) * θ))
```

A cluster has atoms labelled by a finite type `ι`, at phases $x_j$. Its intensity is the full squared structure factor $S(n)=|\sum_j e^{inx_j}|^2$, not divided by the number of atoms.

```lean
/-- The squared modulus of the structure factor of identical atoms at phases `x j`. -/
def clusterIntensity {ι : Type*} [Fintype ι] (x : ι → ℝ) (n : ℕ) : ℝ :=
  ‖∑ j, Complex.exp ((((n : ℝ) * x j : ℝ) : ℂ) * Complex.I)‖ ^ 2
```

The cluster tail is $C_N(x)=\sum_{k\ge0}g(N+k)\,S(N+k)$.

```lean
/-- The cluster tail: each component at and beyond the cutoff `N` is weighted by the squared
structure factor of identical atoms at phases `x j`. -/
def clusterTail {ι : Type*} [Fintype ι] (g : ℕ → ℝ) (N : ℕ) (x : ι → ℝ) : ℝ :=
  ∑' k : ℕ, g (N + k) * clusterIntensity x (N + k)
```

A step spectrum, equal to one below $M$ and zero from $M$ on, will test the bounds.

```lean
/-- A step spectrum: unit weight on the components below `M`, none from `M` on. -/
def stepSpectrum (M n : ℕ) : ℝ := if n < M then 1 else 0
```

The bounds assume that $g$ is `Antitone` (it never increases with $n$) and `Summable`. The first stands for a spectrum that decays without oscillation, which a real form factor need not do; the second makes the total weight finite. Since $g(0)$ counts one plane wave and every other $g(n)$ counts two, $g(0)$ may be smaller than $g(1)$ even when the form factor decays smoothly. For $N\ge1$ no tail contains $g(0)$, so it can be replaced by $g(1)$ before the bounds are applied. The same $g$ is used in every geometry. The tails describe the superposed pseudopotentials only, not the electrons' response to a change of geometry.

## Summation by parts

Let $a_k\ge0$ be decreasing, let $|s_k|\le1$, and set $S_K=\sum_{k<K}a_k(s_{k+1}-s_k)$. Then
$$S_{K+1}-a_{K+1}s_{K+1}=(S_K-a_Ks_K)+(a_K-a_{K+1})s_{K+1}.$$
At $K=0$ the combination $S_K-a_Ks_K$ is $-a_0s_0$, of size at most $a_0$. Each step adds at most $a_K-a_{K+1}$, so by induction $|S_K-a_Ks_K|\le 2a_0-a_K$. Restoring the boundary term gives $|S_K|\le2a_0$. In Lean, `key` is the induction, and `nlinarith` closes the inequalities from products of nonnegative factors.

```lean
/-- Summation by parts: nonnegative decreasing weights times the increments of a sequence bounded by
one in absolute value have a sum of absolute value at most twice the first weight. -/
theorem abs_sum_increments_le (a s : ℕ → ℝ) (ha : Antitone a) (h0 : ∀ k, 0 ≤ a k)
    (hs : ∀ k, |s k| ≤ 1) (K : ℕ) :
    |∑ k ∈ Finset.range K, a k * (s (k + 1) - s k)| ≤ 2 * a 0 := by
  -- the sum without its boundary term obeys a bound that propagates in `K`
  have key : |(∑ k ∈ Finset.range K, a k * (s (k + 1) - s k)) - a K * s K|
      ≤ 2 * a 0 - a K := by
    induction K with
    | zero =>
      have h := abs_le.mp (hs 0)
      have h1 := h0 0
      rw [Finset.sum_range_zero, abs_le]
      constructor <;> nlinarith [h.1, h.2]
    | succ K ih =>
      have h := abs_le.mp (hs (K + 1))
      have h1 : a (K + 1) ≤ a K := ha (Nat.le_succ K)
      have h2 := abs_le.mp ih
      rw [Finset.sum_range_succ, abs_le]
      constructor <;> nlinarith [h.1, h.2, h2.1, h2.2,
        mul_nonneg (sub_nonneg.mpr h1) (sub_nonneg.mpr h.2),
        mul_nonneg (sub_nonneg.mpr h1) (sub_nonneg.mpr h.1)]
  have h := abs_le.mp (hs K)
  have h2 := abs_le.mp key
  have p1 := mul_nonneg (h0 K) (sub_nonneg.mpr h.2)
  have p2 := mul_nonneg (h0 K) (sub_nonneg.mpr h.1)
  rw [abs_le]
  constructor <;> nlinarith [h2.1, h2.2]
```

## Interference beyond the cutoff

A decreasing sequence with limit zero is nonnegative, so $g\ge0$ follows from the hypotheses. Then $|g(n)\cos n\theta|\le g(n)$, and the interference sum converges by comparison.

```lean
/-- For a decreasing summable spectrum the interference tail converges at every phase. -/
theorem summable_interference {g : ℕ → ℝ} (hg : Antitone g) (hs : Summable g)
    (N : ℕ) (θ : ℝ) :
    Summable fun k : ℕ => g (N + k) * Real.cos (((N + k : ℕ) : ℝ) * θ) := by
  have h0 : ∀ n, 0 ≤ g n := fun n => hg.le_of_tendsto hs.tendsto_atTop_zero n
  have ht : Summable fun k : ℕ => g (N + k) := hs.comp_injective (add_right_injective N)
  refine Summable.of_norm_bounded ht fun k => ?_
  rw [Real.norm_eq_abs, abs_mul, abs_of_nonneg (h0 _)]
  exact mul_le_of_le_one_right (h0 _) (Real.abs_cos_le_one _)
```

The cosine becomes an increment through
$$2\sin\tfrac\theta2\cos n\theta=\sin\!\big(n\theta+\tfrac\theta2\big)-\sin\!\big(n\theta-\tfrac\theta2\big).$$
With $a_k=g(N+k)$ and $s_k=\sin((N+k)\theta-\theta/2)$, every partial sum $P_K$ of $I_N(\theta)$ satisfies $2|\sin(\theta/2)|\,|P_K|\le2g(N)$. If $\sin(\theta/2)\ne0$, meaning that the atoms do not coincide modulo the cell, division gives a bound independent of $K$. It passes to the limit by `le_of_tendsto'`.

```lean
/-- In absolute value, the interference tail is at most the first neglected component `g N` divided
by `|sin (θ / 2)|`. -/
theorem abs_interferenceTail_le {g : ℕ → ℝ} (hg : Antitone g) (hs : Summable g)
    (N : ℕ) {θ : ℝ} (hθ : Real.sin (θ / 2) ≠ 0) :
    |interferenceTail g N θ| ≤ g N / |Real.sin (θ / 2)| := by
  have h0 : ∀ n, 0 ≤ g n := fun n => hg.le_of_tendsto hs.tendsto_atTop_zero n
  refine le_of_tendsto' (summable_interference hg hs N θ).hasSum.tendsto_sum_nat.abs
    fun K => ?_
  rw [le_div_iff₀ (abs_pos.mpr hθ), ← abs_mul]
  -- `2 sin (θ/2) cos (n θ)` is an increment of `sin ((n - 1/2) θ)`
  have e : ∑ k ∈ Finset.range K, g (N + k) *
      (Real.sin (((N + (k + 1) : ℕ) : ℝ) * θ - θ / 2)
        - Real.sin (((N + k : ℕ) : ℝ) * θ - θ / 2))
      = 2 * ((∑ k ∈ Finset.range K, g (N + k) * Real.cos (((N + k : ℕ) : ℝ) * θ))
        * Real.sin (θ / 2)) := by
    rw [Finset.sum_mul, Finset.mul_sum]
    refine Finset.sum_congr rfl fun k _ => ?_
    have h : ((N + (k + 1) : ℕ) : ℝ) * θ - θ / 2 = ((N + k : ℕ) : ℝ) * θ + θ / 2 := by
      push_cast
      ring
    rw [h, Real.sin_add, Real.sin_sub]
    ring
  have h : |2 * ((∑ k ∈ Finset.range K, g (N + k) * Real.cos (((N + k : ℕ) : ℝ) * θ))
      * Real.sin (θ / 2))| ≤ 2 * g N := by
    rw [← e]
    exact abs_sum_increments_le (fun k => g (N + k))
      (fun k => Real.sin (((N + k : ℕ) : ℝ) * θ - θ / 2))
      (fun a b hab => hg (Nat.add_le_add_left hab N)) (fun k => h0 _)
      (fun k => Real.abs_sin_le_one _) K
  rw [abs_mul, abs_two] at h
  linarith
```

## Dimers compared with atoms and with each other

Convergence allows the split $T_N(\theta)=A_N+I_N(\theta)$, hence, for $\sin(\theta/2)\ne0$,
$$|T_N(\theta)-A_N|\le\frac{g(N)}{|\sin(\theta/2)|}.$$

```lean
/-- The dimer tail differs from the atomic tail by at most `g N / |sin (θ / 2)|`. -/
theorem abs_dimerTail_sub_atomicTail_le {g : ℕ → ℝ} (hg : Antitone g) (hs : Summable g)
    (N : ℕ) {θ : ℝ} (hθ : Real.sin (θ / 2) ≠ 0) :
    |dimerTail g N θ - atomicTail g N| ≤ g N / |Real.sin (θ / 2)| := by
  have ht : Summable fun k : ℕ => g (N + k) := hs.comp_injective (add_right_injective N)
  -- the dimer tail is the atomic tail plus interference
  have e : dimerTail g N θ = atomicTail g N + interferenceTail g N θ := by
    unfold dimerTail atomicTail interferenceTail
    rw [← ht.tsum_add (summable_interference hg hs N θ)]
    exact tsum_congr fun k => by ring
  rw [e, add_sub_cancel_left]
  exact abs_interferenceTail_le hg hs N hθ
```

For a second phase $\varphi$ with $\sin(\varphi/2)\ne0$, the triangle inequality through $A_N$ gives
$$|T_N(\theta)-T_N(\varphi)|\le g(N)\left(\frac1{|\sin(\theta/2)|}+\frac1{|\sin(\varphi/2)|}\right).$$
In this one-dimensional model with a fixed decreasing spectrum, the neglected weight thus largely cancels between geometries when the right-hand side is small compared with $A_N$. The bound concerns spectral weight, not total energy.

```lean
/-- The tails of two dimer geometries differ by at most `g N` times a factor fixed by the
two phases. -/
theorem abs_dimerTail_sub_dimerTail_le {g : ℕ → ℝ} (hg : Antitone g) (hs : Summable g)
    (N : ℕ) {θ φ : ℝ} (hθ : Real.sin (θ / 2) ≠ 0) (hφ : Real.sin (φ / 2) ≠ 0) :
    |dimerTail g N θ - dimerTail g N φ|
      ≤ g N * (1 / |Real.sin (θ / 2)| + 1 / |Real.sin (φ / 2)|) := by
  have h1 := abs_le.mp (abs_dimerTail_sub_atomicTail_le hg hs N hθ)
  have h2 := abs_le.mp (abs_dimerTail_sub_atomicTail_le hg hs N hφ)
  rw [mul_add, mul_one_div, mul_one_div, abs_le]
  constructor <;> linarith [h1.1, h1.2, h2.1, h2.2]
```

## Clusters as sums over pairs

Adding the squares of the real and imaginary parts of the structure factor gives
$$S(n)=\Big(\sum_j\cos nx_j\Big)^2+\Big(\sum_j\sin nx_j\Big)^2=\sum_{j,l}\cos\big(n(x_j-x_l)\big).$$

```lean
/-- The squared structure factor is the sum of the cosines of all pair phases. -/
theorem clusterIntensity_eq {ι : Type*} [Fintype ι] (x : ι → ℝ) (n : ℕ) :
    clusterIntensity x n = ∑ j, ∑ l, Real.cos ((n : ℝ) * (x j - x l)) := by
  unfold clusterIntensity
  rw [Complex.sq_norm, Complex.normSq_apply]
  simp only [Complex.re_sum, Complex.im_sum, Complex.exp_ofReal_mul_I_re,
    Complex.exp_ofReal_mul_I_im]
  rw [Finset.sum_mul_sum, Finset.sum_mul_sum, ← Finset.sum_add_distrib]
  refine Finset.sum_congr rfl fun j _ => ?_
  rw [← Finset.sum_add_distrib]
  refine Finset.sum_congr rfl fun l _ => ?_
  rw [mul_sub, Real.cos_sub]
```

Summing over the tail gives $C_N(x)=\sum_{j,l}I_N(x_j-x_l)$. Each diagonal pair contributes $I_N(0)=A_N$. For $m$ atoms, no two coinciding modulo the cell, the interference bound on the other pairs yields
$$|C_N(x)-mA_N|\le g(N)\sum_{j\ne l}\frac1{|\sin((x_j-x_l)/2)|}.$$
The pairs are ordered, so each distinct pair counts twice; `Finset.univ.erase j` removes the diagonal.

```lean
/-- The tail of a cluster differs from the summed tails of its atoms by at most `g N` times
a sum over ordered pairs of distinct atoms. -/
theorem abs_clusterTail_sub_le {ι : Type*} [Fintype ι] [DecidableEq ι] {g : ℕ → ℝ}
    (hg : Antitone g) (hs : Summable g) (N : ℕ) (x : ι → ℝ)
    (hx : ∀ j l, j ≠ l → Real.sin ((x j - x l) / 2) ≠ 0) :
    |clusterTail g N x - Fintype.card ι * atomicTail g N|
      ≤ g N * ∑ j, ∑ l ∈ Finset.univ.erase j, 1 / |Real.sin ((x j - x l) / 2)| := by
  have hc : clusterTail g N x = ∑ j, ∑ l, interferenceTail g N (x j - x l) := by
    have h : HasSum (fun k : ℕ => ∑ j, ∑ l,
        g (N + k) * Real.cos (((N + k : ℕ) : ℝ) * (x j - x l)))
        (∑ j, ∑ l, interferenceTail g N (x j - x l)) :=
      hasSum_sum fun j _ => hasSum_sum fun l _ =>
        (summable_interference hg hs N (x j - x l)).hasSum
    rw [← h.tsum_eq]
    unfold clusterTail
    refine tsum_congr fun k => ?_
    simp only [clusterIntensity_eq, Finset.mul_sum]
  have h0 : interferenceTail g N 0 = atomicTail g N := by
    simp [interferenceTail, atomicTail]
  -- the diagonal pairs are the isolated atoms
  have hd : ∀ j, ∑ l, interferenceTail g N (x j - x l) = atomicTail g N
      + ∑ l ∈ Finset.univ.erase j, interferenceTail g N (x j - x l) := by
    intro j
    have h := Finset.add_sum_erase Finset.univ
      (fun l => interferenceTail g N (x j - x l)) (Finset.mem_univ j)
    simp only [sub_self, h0] at h
    exact h.symm
  have e : clusterTail g N x - Fintype.card ι * atomicTail g N
      = ∑ j, ∑ l ∈ Finset.univ.erase j, interferenceTail g N (x j - x l) := by
    rw [hc, Finset.sum_congr rfl fun j _ => hd j, Finset.sum_add_distrib,
      Finset.sum_const, Finset.card_univ, nsmul_eq_mul, add_sub_cancel_left]
  rw [e, Finset.mul_sum]
  refine (Finset.abs_sum_le_sum_abs _ _).trans (Finset.sum_le_sum fun j _ => ?_)
  rw [Finset.mul_sum]
  refine (Finset.abs_sum_le_sum_abs _ _).trans (Finset.sum_le_sum fun l hl => ?_)
  have h := abs_interferenceTail_le hg hs N (hx j l (Finset.ne_of_mem_erase hl).symm)
  simpa only [mul_one_div] using h
```

## Equality at π and failure at zero phase

For a step spectrum ending at $N+K$, a tail sum reduces to its first $K$ terms.

```lean
/-- For a step spectrum ending at `N + K`, the tail sum from `N` on, weighted by `f`, is the sum of
the first `K` values of `f`. -/
theorem tsum_stepSpectrum (N K : ℕ) (f : ℕ → ℝ) :
    ∑' k : ℕ, stepSpectrum (N + K) (N + k) * f k = ∑ k ∈ Finset.range K, f k := by
  rw [tsum_eq_sum (s := Finset.range K)]
  · refine Finset.sum_congr rfl fun k hk => ?_
    have h : N + k < N + K := Nat.add_lt_add_left (Finset.mem_range.mp hk) N
    unfold stepSpectrum
    rw [if_pos h, one_mul]
  · intro k hk
    have h : ¬ N + k < N + K := fun h => hk (Finset.mem_range.mpr (by omega))
    unfold stepSpectrum
    rw [if_neg h, zero_mul]
```

Take $K=1$ and $\theta=\pi$. Then $A_N=1$ and $T_N(\pi)=1+(-1)^N$, so the difference has size $1=g(N)/|\sin(\pi/2)|$, and the bound on $|T_N(\theta)-A_N|$ is attained.

```lean
/-- The step spectrum ending just after the cutoff is decreasing and summable, and at phase `π` it
attains with equality the bound on the difference between dimer and atomic tails. -/
theorem dimer_bound_sharp (N : ℕ) :
    Antitone (stepSpectrum (N + 1)) ∧ Summable (stepSpectrum (N + 1)) ∧
    |dimerTail (stepSpectrum (N + 1)) N Real.pi - atomicTail (stepSpectrum (N + 1)) N|
      = stepSpectrum (N + 1) N / |Real.sin (Real.pi / 2)| := by
  refine ⟨?_, ?_, ?_⟩
  · intro a b hab
    unfold stepSpectrum
    split_ifs <;> first | (norm_num; done) | (exfalso; omega)
  · refine (hasSum_sum_of_ne_finset_zero (s := Finset.range (N + 1)) ?_).summable
    intro n hn
    unfold stepSpectrum
    exact if_neg fun h => hn (Finset.mem_range.mpr h)
  · have h1 : dimerTail (stepSpectrum (N + 1)) N Real.pi
        = 1 + Real.cos ((N : ℝ) * Real.pi) :=
      (tsum_stepSpectrum N 1 fun k => 1 + Real.cos (((N + k : ℕ) : ℝ) * Real.pi)).trans
        (by simp)
    have h2 : atomicTail (stepSpectrum (N + 1)) N = 1 := by
      simpa [atomicTail] using tsum_stepSpectrum N 1 fun _ => 1
    rw [h1, h2, Real.cos_nat_mul_pi, add_sub_cancel_left]
    simp [stepSpectrum, abs_pow]
```

At $\theta=0$ every weight $1+\cos n\theta$ is $2$, so $T_N(0)-A_N=2K-K=K$. For $K\ge1$ we have $g(N)=1$, and the difference is $K\,g(N)$. Since $K$ is arbitrary, no fixed multiple of $g(N)$ bounds the difference at zero phase. For $K=0$ both sides vanish.

```lean
/-- At phase zero, a step spectrum ending at `N + K` has a dimer tail that exceeds the atomic tail
by `K` times the first neglected component. -/
theorem dimerTail_sub_atomicTail_zero_phase (N K : ℕ) :
    dimerTail (stepSpectrum (N + K)) N 0 - atomicTail (stepSpectrum (N + K)) N
      = K * stepSpectrum (N + K) N := by
  have h1 : dimerTail (stepSpectrum (N + K)) N 0 = K * 2 :=
    (tsum_stepSpectrum N K fun k => 1 + Real.cos (((N + k : ℕ) : ℝ) * 0)).trans
      (by norm_num)
  have h2 : atomicTail (stepSpectrum (N + K)) N = K := by
    simpa [atomicTail] using tsum_stepSpectrum N K fun _ => 1
  rw [h1, h2]
  rcases Nat.eq_zero_or_pos K with hK | hK
  · subst hK
    simp
  · have h : N < N + K := by omega
    unfold stepSpectrum
    rw [if_pos h]
    ring

end

end PseudopotentialTailTransferability
```

```lean
#print axioms PseudopotentialTailTransferability.abs_dimerTail_sub_dimerTail_le
#print axioms PseudopotentialTailTransferability.abs_clusterTail_sub_le
#print axioms PseudopotentialTailTransferability.dimer_bound_sharp
#print axioms PseudopotentialTailTransferability.dimerTail_sub_atomicTail_zero_phase
```

```
'PseudopotentialTailTransferability.abs_dimerTail_sub_dimerTail_le' depends on axioms: [propext, Classical.choice, Quot.sound]
'PseudopotentialTailTransferability.abs_clusterTail_sub_le' depends on axioms: [propext, Classical.choice, Quot.sound]
'PseudopotentialTailTransferability.dimer_bound_sharp' depends on axioms: [propext, Classical.choice, Quot.sound]
'PseudopotentialTailTransferability.dimerTail_sub_atomicTail_zero_phase' depends on axioms: [propext, Classical.choice, Quot.sound]
```
